# The Chebyshev moment matrix of a finite spectrum: positive definiteness counts interior levels twice and edge levels once

Let finitely many distinct levels \(e_i\in[-1,1]\) carry weights \(w_i>0\), with \(p\) levels satisfying \(|e_i|<1\) and \(q\) satisfying \(|e_i|=1\). With the Chebyshev moments \(\mu_n=\sum_i w_iT_n(e_i)\), the \(M\times M\) matrix with entries \(\mu_{|j-k|}\) is positive semidefinite, and it is positive definite exactly when \(2p+q\ge M\).

In the kernel polynomial method, such moments describe the density of states of a finite Hamiltonian rescaled to \([-1,1]\). For exact moments of such a discrete spectrum the matrix has no negative eigenvalue, so a clearly negative one points to faulty moments, for instance from a rescaling that leaves levels outside the interval.

## Levels, weights and moments

The levels and weights are real functions `e` and `w` on a finite type `ι`. A weight can be a squared overlap with a starting state, or a degeneracy; degenerate states are merged into one level by adding their weights. A level of weight zero, such as one with no overlap with the starting state, is left out and does not count towards \(p\) or \(q\).

In Lean 4 with Mathlib:

```lean
import Mathlib

open Matrix

namespace ChebyshevMomentToeplitz

noncomputable section

variable {ι : Type*} [Fintype ι] {M : ℕ}
```

The moments are undamped: no kernel factors and no factor of 2 for \(n\ge1\).

```lean
/-- The Chebyshev moment `μ_n = ∑ i, w i * T_n (e i)` of a discrete spectrum with levels `e`
and weights `w`. -/
def moment (w e : ι → ℝ) (n : ℕ) : ℝ :=
  ∑ i, w i * (Polynomial.Chebyshev.T ℝ (n : ℤ)).eval (e i)
```

Matrix indices \(j,k\) run from \(0\) to \(M-1\). The difference is taken in the integers before its absolute value, because subtraction of natural numbers would cut negative values off at zero.

```lean
/-- The `M` by `M` Toeplitz matrix with entries `μ_|j-k|`. -/
def momentToeplitz (w e : ι → ℝ) (M : ℕ) : Matrix (Fin M) (Fin M) ℝ :=
  Matrix.of fun j k => moment w e (((j : ℕ) : ℤ) - ((k : ℕ) : ℤ)).natAbs
```

The numbers \(p\) and \(q\) are `interiorCount e` and `edgeCount e`.

```lean
/-- The number of levels strictly inside the band `(-1,1)`. -/
def interiorCount (e : ι → ℝ) : ℕ := Fintype.card {i // |e i| < 1}

/-- The number of levels at the band edges `-1` and `1`. -/
def edgeCount (e : ι → ℝ) : ℕ := Fintype.card {i // |e i| = 1}
```

For a real vector \(x\) and an angle \(\theta\), define
\[
C(\theta)=\sum_j x_j\cos j\theta,\qquad S(\theta)=\sum_j x_j\sin j\theta .
\]

```lean
/-- The cosine sum of the coefficients `x` at angle `θ`. -/
def cosAmp (x : Fin M → ℝ) (θ : ℝ) : ℝ := ∑ j : Fin M, Real.cos (((j : ℕ) : ℝ) * θ) * x j

/-- The sine sum of the coefficients `x` at angle `θ`. -/
def sinAmp (x : Fin M → ℝ) (θ : ℝ) : ℝ := ∑ j : Fin M, Real.sin (((j : ℕ) : ℝ) * θ) * x j
```

The phase \(z=e^{i\theta}\) is stored by its real and imaginary parts.

```lean
/-- The point of the unit circle at angle `θ`. -/
def unitPhase (θ : ℝ) : ℂ := ⟨Real.cos θ, Real.sin θ⟩
```

Write \(\theta_i=\arccos e_i\in[0,\pi]\). The list of signed angles contains \(\theta_i\) for every level and \(-\theta_i\) for every interior level.

```lean
/-- The angles `arccos (e i)` of all levels, together with the opposite angles of the
interior levels. -/
def signedAngle (e : ι → ℝ) : ι ⊕ {i // |e i| < 1} → ℝ :=
  Sum.elim (fun i => Real.arccos (e i)) (fun i => -Real.arccos (e i.1))
```

## (a) Split the Chebyshev polynomial

**Task.** Show that \(T_{|j-k|}(\cos\theta)=\cos j\theta\cos k\theta+\sin j\theta\sin k\theta\).

**Solution.** Since \(T_m(\cos\theta)=\cos m\theta\) and the cosine is even, the left side is \(\cos((j-k)\theta)\). The addition formula gives the right side. In the code, `omega` separates \(j=k+m\) from \(k=j+m\), and evenness settles the second case.

```lean
/-- At energy `cos θ` the Chebyshev polynomial of order `|j-k|` splits into a product of
cosines plus a product of sines. -/
theorem chebyshev_difference (j k : ℕ) (θ : ℝ) :
    (Polynomial.Chebyshev.T ℝ ((((j : ℤ) - (k : ℤ)).natAbs : ℕ) : ℤ)).eval (Real.cos θ) =
      Real.cos (j * θ) * Real.cos (k * θ) + Real.sin (j * θ) * Real.sin (k * θ) := by
  have h := Int.natAbs_eq ((j : ℤ) - (k : ℤ))
  generalize ((j : ℤ) - (k : ℤ)).natAbs = m at h ⊢
  have h' : j = k + m ∨ k = j + m := by omega
  rw [Polynomial.Chebyshev.T_real_cos, ← Real.cos_sub]
  rcases h' with rfl | rfl
  · congr 1
    push_cast
    ring
  · rw [← Real.cos_neg]
    congr 1
    push_cast
    ring
```

## (b) Diagonalise the quadratic form over levels

**Task.** Express the quadratic form of the moment matrix through \(C\) and \(S\).

**Solution.** Insert (a) at \(\theta=\theta_i\) and exchange the finite sums:
\[
\sum_{j,k}x_j\mu_{|j-k|}x_k
=\sum_i w_i\sum_{j,k}x_jx_k(\cos j\theta_i\cos k\theta_i+\sin j\theta_i\sin k\theta_i)
=\sum_i w_i\left[C(\theta_i)^2+S(\theta_i)^2\right].
\]
The condition \(|e_i|\le1\) ensures \(\cos\theta_i=e_i\). In the proof, `key` rewrites the matrix entries and `hi` expands the squares; `Finset.sum_comm` exchanges the sums.

```lean
/-- For levels in `[-1,1]`, the quadratic form of the moment matrix is the weighted sum over levels
of the squared cosine and sine sums. -/
theorem quadratic_form (w e : ι → ℝ) (he : ∀ i, |e i| ≤ 1) (x : Fin M → ℝ) :
    x ⬝ᵥ (momentToeplitz w e M *ᵥ x) =
      ∑ i, w i * (cosAmp x (Real.arccos (e i)) ^ 2 + sinAmp x (Real.arccos (e i)) ^ 2) := by
  have key : ∀ j k : Fin M, momentToeplitz w e M j k = ∑ i, w i *
      (Real.cos ((j : ℕ) * Real.arccos (e i)) * Real.cos ((k : ℕ) * Real.arccos (e i)) +
        Real.sin ((j : ℕ) * Real.arccos (e i)) * Real.sin ((k : ℕ) * Real.arccos (e i))) := by
    intro j k
    refine Finset.sum_congr rfl fun i _ => ?_
    rw [← chebyshev_difference, Real.cos_arccos (abs_le.mp (he i)).1 (abs_le.mp (he i)).2]
  have hi : ∀ i, w i * (cosAmp x (Real.arccos (e i)) ^ 2 + sinAmp x (Real.arccos (e i)) ^ 2) =
      ∑ j : Fin M, ∑ k : Fin M, x j * (w i *
      (Real.cos ((j : ℕ) * Real.arccos (e i)) * Real.cos ((k : ℕ) * Real.arccos (e i)) +
        Real.sin ((j : ℕ) * Real.arccos (e i)) * Real.sin ((k : ℕ) * Real.arccos (e i)))
        * x k) := by
    intro i
    rw [sq, sq, cosAmp, sinAmp, Finset.sum_mul_sum, Finset.sum_mul_sum,
      ← Finset.sum_add_distrib, Finset.mul_sum]
    refine Finset.sum_congr rfl fun j _ => ?_
    rw [← Finset.sum_add_distrib, Finset.mul_sum]
    exact Finset.sum_congr rfl fun k _ => by ring
  -- exchange the sum over levels with the sums over matrix indices
  rw [Finset.sum_congr rfl (fun i _ => hi i), Finset.sum_comm]
  refine Finset.sum_congr rfl fun j _ => ?_
  change x j * ∑ k, momentToeplitz w e M j k * x k = _
  rw [Finset.sum_comm, Finset.mul_sum]
  refine Finset.sum_congr rfl fun k _ => ?_
  rw [key, Finset.sum_mul, Finset.mul_sum]
```

## (c) Positive semidefiniteness

**Task.** Show that nonnegative weights suffice for a positive semidefinite matrix.

**Solution.** The matrix is symmetric because \(|j-k|=|k-j|\), and every term in (b) is nonnegative. Levels may coincide here.

```lean
/-- For levels in `[-1,1]` and nonnegative weights the moment matrix is positive
semidefinite. -/
theorem momentToeplitz_posSemidef (w e : ι → ℝ) (he : ∀ i, |e i| ≤ 1) (hw : ∀ i, 0 ≤ w i) :
    (momentToeplitz w e M).PosSemidef := by
  refine Matrix.posSemidef_iff_dotProduct_mulVec.2 ⟨Matrix.IsHermitian.ext fun j k => ?_,
    fun x => ?_⟩
  · simp only [momentToeplitz, Matrix.of_apply, star_trivial]
    congr 1
    omega
  · rw [star_trivial, quadratic_form w e he]
    exact Finset.sum_nonneg fun i _ => mul_nonneg (hw i) (by positivity)
```

## (d) Count the levels

**Task.** Show that the number of levels is \(p+q\).

**Solution.** Each level has either \(|e_i|<1\) or \(|e_i|=1\), never both, so it contributes one to exactly one count. The list of signed angles therefore has \((p+q)+p=2p+q\) entries.

```lean
/-- The number of levels in `[-1,1]` is the number of interior levels plus the number of
edge levels. -/
theorem card_levels (e : ι → ℝ) (he : ∀ i, |e i| ≤ 1) :
    Fintype.card ι = interiorCount e + edgeCount e := by
  rw [interiorCount, edgeCount, Fintype.card_subtype, Fintype.card_subtype,
    Finset.card_filter, Finset.card_filter, ← Finset.sum_add_distrib, ← Finset.card_univ,
    Finset.card_eq_sum_ones]
  refine Finset.sum_congr rfl fun i _ => ?_
  rcases lt_or_eq_of_le (he i) with h | h
  · have h' := h.ne
    simp [h, h']
  · simp [h]
```

## (e) Distinct phases

**Task.** Show that the \(2p+q\) signed angles give different points on the unit circle.

**Solution.** Equal phases have equal cosines, hence equal energies, and so belong to the same level. Two entries of the same sign are then the same entry. Entries of opposite sign cannot agree: \(\sin\theta_i\ge0\) for every level, while \(-\sin\theta_k<0\) for an interior level \(k\). The four cases at the end of the proof are these sign combinations.

```lean
omit [Fintype ι] in
/-- For distinct levels in `[-1,1]`, the phases at the angles of all levels and at the
opposite angles of the interior levels are pairwise different. -/
theorem phases_injective (e : ι → ℝ) (he : ∀ i, |e i| ≤ 1) (hinj : Function.Injective e) :
    Function.Injective fun a => unitPhase (signedAngle e a) := by
  have hc : ∀ i, Real.cos (Real.arccos (e i)) = e i := fun i =>
    Real.cos_arccos (abs_le.mp (he i)).1 (abs_le.mp (he i)).2
  have hs : ∀ i, 0 ≤ Real.sin (Real.arccos (e i)) := fun i =>
    Real.sin_nonneg_of_nonneg_of_le_pi (Real.arccos_nonneg _) (Real.arccos_le_pi _)
  have hp : ∀ i, |e i| < 1 → 0 < Real.sin (Real.arccos (e i)) := by
    intro i h
    rw [Real.sin_arccos]
    have h2 := abs_lt.mp h
    exact Real.sqrt_pos.2 (by nlinarith [h2.1, h2.2])
  intro a b h
  have hre : (unitPhase (signedAngle e a)).re = (unitPhase (signedAngle e b)).re :=
    congrArg Complex.re h
  have him : (unitPhase (signedAngle e a)).im = (unitPhase (signedAngle e b)).im :=
    congrArg Complex.im h
  rcases a with i | i <;> rcases b with k | k <;>
    simp only [unitPhase, signedAngle, Sum.elim_inl, Sum.elim_inr, Real.cos_neg,
      Real.sin_neg, hc]
      at hre him
  · exact congrArg Sum.inl (hinj hre)
  · linarith [hs i, hp k.1 k.2]
  · linarith [hs k, hp i.1 i.2]
  · exact congrArg Sum.inr (Subtype.ext (hinj hre))
```

## (f) Enough phases force the vector to vanish

**Task.** Let \(M\le2p+q\) and \(C(\theta_i)=S(\theta_i)=0\) for all \(i\). Show that \(x=0\).

**Solution.** With \(z=e^{i\theta}\),
\[
\sum_j x_jz^j=C(\theta)+iS(\theta),
\]
where the \(i\) multiplying \(S\) is the imaginary unit. This vanishes at each \(\theta_i\), and also at \(-\theta_i\), since \(C\) is even and \(S\) is odd. By (e) there are at least \(M\) distinct zeros. Choose \(M\) of them: their Vandermonde matrix is invertible, so all \(x_j=0\). The embedding `g` makes this choice.

The count would go wrong if it were carried over from the Hankel matrix of power moments \(\sum_i w_ie_i^{j+k}\), where each level supplies one square and the bound is \(M\le p+q\). Here, once \(M\ge2\), an interior level supplies two independent squares.

```lean
/-- For distinct levels in `[-1,1]` with `M ≤ 2p+q`, only the zero vector has vanishing cosine and
sine sums at every level. -/
theorem eq_zero_of_amplitudes (e : ι → ℝ) (he : ∀ i, |e i| ≤ 1) (hinj : Function.Injective e)
    (hM : M ≤ 2 * interiorCount e + edgeCount e) (x : Fin M → ℝ)
    (hx : ∀ i, cosAmp x (Real.arccos (e i)) = 0 ∧ sinAmp x (Real.arccos (e i)) = 0) :
    x = 0 := by
  have hpow : ∀ (θ : ℝ) (n : ℕ), unitPhase θ ^ n =
      ((Real.cos (n * θ) : ℝ) : ℂ) + ((Real.sin (n * θ) : ℝ) : ℂ) * Complex.I := by
    intro θ n
    rw [unitPhase, Complex.mk_eq_add_mul_I]
    simp only [Complex.ofReal_cos, Complex.ofReal_sin, Complex.ofReal_mul,
      Complex.ofReal_natCast, Complex.cos_add_sin_mul_I_pow]
  have hsum : ∀ θ : ℝ, ∑ j : Fin M, unitPhase θ ^ (j : ℕ) * (x j : ℂ) =
      (cosAmp x θ : ℂ) + (sinAmp x θ : ℂ) * Complex.I := by
    intro θ
    simp only [hpow, cosAmp, sinAmp, Complex.ofReal_sum, Complex.ofReal_mul, Finset.sum_mul,
      ← Finset.sum_add_distrib]
    exact Finset.sum_congr rfl fun j _ => by ring
  have hzero : ∀ a, ∑ j : Fin M, unitPhase (signedAngle e a) ^ (j : ℕ) * (x j : ℂ) = 0 := by
    intro a
    rw [hsum]
    rcases a with i | i
    · simp [signedAngle, (hx i).1, (hx i).2]
    · have h1 : cosAmp x (-Real.arccos (e i.1)) = 0 := by
        rw [← (hx i.1).1]
        simp [cosAmp]
      have h2 : sinAmp x (-Real.arccos (e i.1)) = 0 := by
        have hodd : sinAmp x (-Real.arccos (e i.1)) = -sinAmp x (Real.arccos (e i.1)) := by
          simp [sinAmp]
        rw [hodd, (hx i.1).2, neg_zero]
      simp [signedAngle, h1, h2]
  -- choose M of the 2p+q phases and use the Vandermonde determinant
  obtain ⟨g⟩ : Nonempty (Fin M ↪ ι ⊕ {i // |e i| < 1}) := by
    apply Function.Embedding.nonempty_of_card_le
    rw [Fintype.card_fin, Fintype.card_sum, card_levels e he]
    change M ≤ interiorCount e + edgeCount e + interiorCount e
    omega
  have hv := Matrix.eq_zero_of_forall_index_sum_pow_mul_eq_zero
    (f := fun m => unitPhase (signedAngle e (g m))) (v := fun j => (x j : ℂ))
    ((phases_injective e he hinj).comp g.injective) (fun m => hzero (g m))
  funext j
  exact Complex.ofReal_eq_zero.1 (congrFun hv j)
```

## (g) Too few conditions leave a null vector

**Task.** Let \(2p+q<M\). Find \(x\ne0\) with \(C(\theta_i)=S(\theta_i)=0\) for all \(i\).

**Solution.** At an edge, \(\theta_i\) is \(0\) or \(\pi\), so \(S(\theta_i)=0\) automatically. There remain \(p+q\) cosine equations and \(p\) sine equations, fewer than the \(M\) unknowns, and a nonzero solution exists. The code argues by contradiction: without such a vector, the coefficient matrix `B` would be injective, which forces \(M\le2p+q\).

```lean
/-- For levels in `[-1,1]` with `2p+q < M`, some nonzero vector has vanishing cosine and sine sums
at every level. -/
theorem exists_null_vector (e : ι → ℝ) (he : ∀ i, |e i| ≤ 1)
    (hM : 2 * interiorCount e + edgeCount e < M) :
    ∃ x : Fin M → ℝ, x ≠ 0 ∧
      ∀ i, cosAmp x (Real.arccos (e i)) = 0 ∧ sinAmp x (Real.arccos (e i)) = 0 := by
  by_contra hno
  let B : Matrix (ι ⊕ {i // |e i| < 1}) (Fin M) ℝ := fun a j =>
    Sum.elim (fun i => Real.cos (((j : ℕ) : ℝ) * Real.arccos (e i)))
      (fun i => Real.sin (((j : ℕ) : ℝ) * Real.arccos (e i.1))) a
  have hB : Function.Injective B.mulVecLin := by
    refine (injective_iff_map_eq_zero _).2 fun x hx => ?_
    by_contra hne
    refine hno ⟨x, hne, fun i => ⟨congrFun hx (Sum.inl i), ?_⟩⟩
    rcases lt_or_eq_of_le (he i) with h | h
    · exact congrFun hx (Sum.inr ⟨i, h⟩)
    · -- at a band edge every sine vanishes
      rcases eq_or_eq_neg_of_abs_eq h with h | h <;>
        simp [sinAmp, h, Real.sin_nat_mul_pi]
  have hle := LinearMap.finrank_le_finrank_of_injective hB
  rw [Module.finrank_fintype_fun_eq_card, Module.finrank_fintype_fun_eq_card,
    Fintype.card_fin, Fintype.card_sum, card_levels e he] at hle
  change M ≤ interiorCount e + edgeCount e + interiorCount e at hle
  omega
```

## (h) The size at which definiteness ends

**Task.** For distinct levels and positive weights, prove the criterion \(2p+q\ge M\).

**Solution.** Semidefiniteness is (c). If \(2p+q<M\), the vector from (g) makes the form in (b) zero, so the matrix is not positive definite. If \(2p+q\ge M\) and the form vanishes at \(x\), each nonnegative term vanishes. As \(w_i>0\), all \(C(\theta_i)\) and \(S(\theta_i)\) are zero, and (f) gives \(x=0\).

In the theorem, `he` places the levels in \([-1,1]\), `hinj` makes them distinct and `hw` makes the weights positive. Continuous spectra and kernel-damped moments are not covered.

```lean
/-- For distinct levels in `[-1,1]` with positive weights, `p` of them interior and `q` at the
band edges, the `M` by `M` Toeplitz matrix of Chebyshev moments is positive semidefinite, and it
is positive definite exactly when `2p+q ≥ M`. -/
theorem momentToeplitz_posDef_iff (w e : ι → ℝ) (he : ∀ i, |e i| ≤ 1)
    (hinj : Function.Injective e) (hw : ∀ i, 0 < w i) :
    (momentToeplitz w e M).PosSemidef ∧
      ((momentToeplitz w e M).PosDef ↔ 2 * interiorCount e + edgeCount e ≥ M) := by
  have hpsd : (momentToeplitz w e M).PosSemidef :=
    momentToeplitz_posSemidef w e he fun i => (hw i).le
  refine ⟨hpsd, fun hpd => ?_, fun hM => ?_⟩
  · by_contra hlt
    obtain ⟨x, hx, h0⟩ := exists_null_vector e he (not_le.mp hlt)
    have hpos := hpd.dotProduct_mulVec_pos hx
    rw [star_trivial, quadratic_form w e he] at hpos
    simp [h0] at hpos
  · refine Matrix.posDef_iff_dotProduct_mulVec.2 ⟨hpsd.1, fun x hx => ?_⟩
    rw [star_trivial, quadratic_form w e he]
    have hnn : ∀ i ∈ Finset.univ, 0 ≤ w i *
        (cosAmp x (Real.arccos (e i)) ^ 2 + sinAmp x (Real.arccos (e i)) ^ 2) :=
      fun i _ => mul_nonneg (hw i).le (by positivity)
    refine lt_of_le_of_ne (Finset.sum_nonneg hnn) fun h0 => hx ?_
    -- a vanishing sum of nonnegative terms vanishes level by level
    refine eq_zero_of_amplitudes e he hinj hM x fun i => ?_
    have hi := (Finset.sum_eq_zero_iff_of_nonneg hnn).1 h0.symm i (Finset.mem_univ i)
    have hs := (mul_eq_zero.1 hi).resolve_left (hw i).ne'
    have h1 := sq_nonneg (cosAmp x (Real.arccos (e i)))
    have h2 := sq_nonneg (sinAmp x (Real.arccos (e i)))
    exact ⟨(pow_eq_zero_iff two_ne_zero).1 (by linarith),
      (pow_eq_zero_iff two_ne_zero).1 (by linarith)⟩

end

end ChebyshevMomentToeplitz
```

```lean
#print axioms ChebyshevMomentToeplitz.momentToeplitz_posDef_iff
```

```
'ChebyshevMomentToeplitz.momentToeplitz_posDef_iff' depends on axioms: [propext, Classical.choice, Quot.sound]
```

## Two levels, at 0 and 1

Take unit weights, so \(p=q=1\) and \(2p+q=3\). The moments are \(\mu_0=2\), \(\mu_1=1\), \(\mu_2=0\), \(\mu_3=1\). For \(M=3\),
\[
\begin{pmatrix}2&1&0\\1&2&1\\0&1&2\end{pmatrix}
\]
has leading minors \(2,3,4\) and is positive definite, although there are only two levels. For \(M=4\),
\[
\begin{pmatrix}2&1&0&1\\1&2&1&0\\0&1&2&1\\1&0&1&2\end{pmatrix}
\begin{pmatrix}1\\-1\\1\\-1\end{pmatrix}=0 .
\]
Up to an overall sign, the null vector lists the coefficients of \((z-1)(z^2+1)\), whose zeros \(1,\pm i\) are the three phases.
